# Absorbing the one-body Hamiltonian into a two-body operator at fixed particle number N ≠ 1

The electrons of a molecule have kinetic energy and nuclear attraction, which involve one electron at a time, and Coulomb repulsion, which involves pairs. Suppose a program holds the two-particle density matrix of an $N$-electron state. Can it get the whole electronic energy by contracting that array with one set of coefficients, with no separate one-body term? Each electron belongs to $N-1$ pairs, so its one-body energy can be shared equally among them. The identity below makes this exact for a state of definite particle number $N\neq 1$.

## The reduced coefficients

Let $p,q,r,s$ label a finite set of fermionic modes (spin orbitals), with annihilation operators $a_p$ and creation operators $a_p^\dagger$. Let $\hat N=\sum_r a_r^\dagger a_r$, and let $\psi$ satisfy $\hat N\psi=N\psi$. For a one-body matrix $h$ and two-body coefficients $g$, write

$$
\hat h=\sum_{pq}h_{pq}\,a_p^\dagger a_q,\qquad
\hat W[g]=\tfrac12\sum_{pqrs}g_{pqrs}\,a_p^\dagger a_r^\dagger a_s a_q .
$$

The indices $p,q$ belong to one particle and $r,s$ to the other. If $N\neq1$, then

$$
\hat h\,\psi=\frac1{N-1}\sum_{pqr}h_{pq}\,a_p^\dagger a_r^\dagger a_r a_q\,\psi ,
$$

and the full Hamiltonian acts on $\psi$ as a pure two-body operator:

$$
(\hat h+\hat W[g])\psi=\hat W[K]\psi,\qquad
K_{pqrs}=g_{pqrs}+\frac{h_{pq}\delta_{rs}+\delta_{pq}h_{rs}}{N-1}.
$$

## Energies from a single contraction

In a finite spin-orbital basis and at fixed $N\neq1$, a code that stores $\Gamma_{pqrs}=\langle\psi|a_p^\dagger a_r^\dagger a_s a_q|\psi\rangle$ for a normalised $\psi$ can evaluate the expectation value of $\hat h+\hat W[g]$, which leaves out constants such as the nuclear repulsion, as

$$
E=\tfrac12\sum_{pqrs}K_{pqrs}\Gamma_{pqrs}.
$$

For $h\neq0$ the array $K$ depends on $N$, so an array built for one particle number should not be reused for another. The index order and the factor $\tfrac12$ must also match the definition of $\hat W$. A code that stores $\Gamma$ with another order or normalisation needs the corresponding conversion.

## Counting the spectator particles

The anticommutation relations are

$$
a_pa_q^\dagger+a_q^\dagger a_p=\delta_{pq},\qquad
a_pa_q+a_qa_p=0,\qquad
a_p^\dagger a_q^\dagger+a_q^\dagger a_p^\dagger=0 .
$$

First move one term of the number operator past $a_q$:

$$
a_r^\dagger a_r a_q=-a_r^\dagger a_q a_r=-(\delta_{qr}-a_qa_r^\dagger)a_r=a_q a_r^\dagger a_r-\delta_{qr}a_r .
$$

Summing over $r$ gives $\hat N a_q=a_q\hat N-a_q$. Multiplying by $a_p^\dagger$ from the left gives

$$
\sum_r a_p^\dagger a_r^\dagger a_r a_q=a_p^\dagger\hat N a_q=a_p^\dagger a_q(\hat N-1).
$$

On $\psi$ the last factor is the number $N-1$. Multiplying by $h_{pq}$ and summing over $p$ and $q$,

$$
\sum_{pqr}h_{pq}\,a_p^\dagger a_r^\dagger a_r a_q\,\psi=(N-1)\,\hat h\,\psi .
$$

This holds for every $N$. For $N\neq1$, division by $N-1$ gives the first identity.

For the full Hamiltonian, insert $K$ into the two-body operator:

$$
\hat W[K]=\hat W[g]+\frac{1}{2(N-1)}(A+B),
$$

$$
A=\sum_{pqrs}h_{pq}\delta_{rs}\,a_p^\dagger a_r^\dagger a_s a_q
=\sum_{pqr}h_{pq}\,a_p^\dagger a_r^\dagger a_r a_q,\qquad
B=\sum_{pqrs}\delta_{pq}h_{rs}\,a_p^\dagger a_r^\dagger a_s a_q .
$$

In $B$, rename $p\leftrightarrow r$ and $q\leftrightarrow s$:

$$
B=\sum_{pqrs}h_{pq}\delta_{rs}\,a_r^\dagger a_p^\dagger a_q a_s .
$$

Swapping the two creation operators gives one minus sign and swapping the two annihilation operators gives another, so $a_r^\dagger a_p^\dagger a_q a_s=a_p^\dagger a_r^\dagger a_s a_q$ and $B=A$. Therefore $\hat W[K]=\hat W[g]+A/(N-1)$. On $\psi$ the last term is $\hat h\psi$, which proves the second identity. Taking the inner product with a normalised $\psi$ gives the energy formula.

## The identity in Lean

```lean
import Mathlib

open Matrix

namespace ReducedTwoBodyHamiltonian

noncomputable section

variable {ι V : Type*} [Fintype ι] [DecidableEq ι] [AddCommGroup V] [Module ℂ V]

/-- The canonical anticommutation relations for annihilation operators `a p` and
creation operators `c p`. -/
structure IsCAR (a c : ι → Module.End ℂ V) : Prop where
  mixed : ∀ p q, a p * c q + c q * a p = if p = q then 1 else 0
  ann : ∀ p q, a p * a q + a q * a p = 0
  cre : ∀ p q, c p * c q + c q * c p = 0

/-- The particle-number operator. -/
def numberOp (a c : ι → Module.End ℂ V) : Module.End ℂ V := ∑ r, c r * a r

/-- The one-body operator with matrix `h`. -/
def oneBody (a c : ι → Module.End ℂ V) (h : Matrix ι ι ℂ) : Module.End ℂ V :=
  ∑ p, ∑ q, h p q • (c p * a q)

/-- The normal-ordered two-body operator with coefficients `g p q r s`, where `p, q` belong
to one particle and `r, s` to the other. -/
def twoBody (a c : ι → Module.End ℂ V) (g : ι → ι → ι → ι → ℂ) : Module.End ℂ V :=
  (1 / 2 : ℂ) • ∑ p, ∑ q, ∑ r, ∑ s, g p q r s • (c p * c r * a s * a q)

/-- The reduced two-body coefficients for `N` particles: the interaction `g` plus the one-body
matrix `h` applied to each particle of a pair and divided by `N - 1`. -/
def reducedCoeff (N : ℕ) (h : Matrix ι ι ℂ) (g : ι → ι → ι → ι → ℂ) (p q r s : ι) : ℂ :=
  g p q r s + (1 / ((N : ℂ) - 1)) *
    (h p q * (if r = s then 1 else 0) + (if p = q then 1 else 0) * h r s)

variable {a c : ι → Module.End ℂ V}

/-- Moving the number operator past an annihilation operator lowers it by one. -/
theorem number_mul_ann (H : IsCAR a c) (q : ι) :
    numberOp a c * a q = a q * numberOp a c - a q := by
  have key : ∀ r, c r * a r * a q
      = a q * (c r * a r) - (if q = r then 1 else 0) * a r := by
    intro r
    have h1 := H.mixed q r
    have h2 := H.ann r q
    linear_combination (norm := noncomm_ring) c r * h2 - h1 * a r
  simp only [numberOp, Finset.sum_mul, Finset.mul_sum, key, Finset.sum_sub_distrib,
    ite_mul, one_mul, zero_mul, Finset.sum_ite_eq, Finset.mem_univ, if_true]

/-- Summing a normal-ordered two-body string over a spectator particle gives the one-body string
times the number operator minus one. -/
theorem spectator_sum (H : IsCAR a c) (p q : ι) :
    ∑ r, c p * c r * a r * a q = c p * a q * (numberOp a c - 1) := by
  calc ∑ r, c p * c r * a r * a q = c p * (numberOp a c * a q) := by
        simp only [numberOp, Finset.sum_mul, Finset.mul_sum, mul_assoc]
    _ = c p * a q * (numberOp a c - 1) := by
        rw [number_mul_ann H]
        noncomm_ring

/-- On an `N`-particle state, the one-body operator dressed with a spectator particle is
`N - 1` times the one-body operator. -/
theorem dressed_one_body (H : IsCAR a c) {N : ℕ} {ψ : V}
    (hψ : numberOp a c ψ = (N : ℂ) • ψ) (h : Matrix ι ι ℂ) :
    ∑ p, ∑ q, ∑ r, h p q • (c p * c r * a r * a q) ψ
      = ((N : ℂ) - 1) • oneBody a c h ψ := by
  have onState : ∀ p q, ∑ r, (c p * c r * a r * a q) ψ
      = ((N : ℂ) - 1) • (c p * a q) ψ := by
    intro p q
    have e : (c p * a q * (numberOp a c - 1)) ψ
        = (c p * a q) (numberOp a c ψ - ψ) := rfl
    rw [← LinearMap.sum_apply, spectator_sum H, e, hψ, map_sub, map_smul, sub_smul, one_smul]
  simp only [oneBody, LinearMap.sum_apply, LinearMap.smul_apply, Finset.smul_sum]
  refine Finset.sum_congr rfl fun p _ => Finset.sum_congr rfl fun q _ => ?_
  rw [← Finset.smul_sum, onState]
  exact smul_comm _ _ _

/-- On an `N`-particle state with `N ≠ 1`, a one-body operator acts as a normal-ordered
two-body operator divided by `N - 1`. -/
theorem one_body_absorbed (H : IsCAR a c) {N : ℕ} (hN : N ≠ 1) {ψ : V}
    (hψ : numberOp a c ψ = (N : ℂ) • ψ) (h : Matrix ι ι ℂ) :
    oneBody a c h ψ
      = (1 / ((N : ℂ) - 1)) • ∑ p, ∑ q, ∑ r, h p q • (c p * c r * a r * a q) ψ := by
  have hN' : (N : ℂ) - 1 ≠ 0 := sub_ne_zero.mpr (by exact_mod_cast hN)
  rw [dressed_one_body H hψ, smul_smul, one_div, inv_mul_cancel₀ hN', one_smul]

omit [Fintype ι] in
/-- A normal-ordered two-body string is unchanged when its two particles are exchanged. -/
theorem exchange_particles (H : IsCAR a c) (p q r s : ι) :
    c p * c r * a s * a q = c r * c p * a q * a s := by
  have h1 : c p * c r = -(c r * c p) := eq_neg_of_add_eq_zero_left (H.cre p r)
  have h2 : a s * a q = -(a q * a s) := eq_neg_of_add_eq_zero_left (H.ann s q)
  calc c p * c r * a s * a q = (c p * c r) * (a s * a q) := by simp only [mul_assoc]
    _ = (c r * c p) * (a q * a s) := by rw [h1, h2, neg_mul_neg]
    _ = c r * c p * a q * a s := by simp only [mul_assoc]

/-- The two-body operator with reduced coefficients is the original interaction plus the
one-body matrix dressed with a spectator particle and divided by `N - 1`. -/
theorem twoBody_reducedCoeff (H : IsCAR a c) (N : ℕ) (h : Matrix ι ι ℂ)
    (g : ι → ι → ι → ι → ℂ) :
    twoBody a c (reducedCoeff N h g) = twoBody a c g
      + (1 / ((N : ℂ) - 1)) • ∑ p, ∑ q, ∑ r, h p q • (c p * c r * a r * a q) := by
  -- relabelling the two particles in a fourfold sum
  have sw : ∀ F : ι → ι → ι → ι → Module.End ℂ V,
      ∑ p, ∑ q, ∑ r, ∑ s, F p q r s = ∑ p, ∑ q, ∑ r, ∑ s, F r s p q := by
    intro F
    have := Finset.sum_comm (s := Finset.univ) (t := Finset.univ)
      (f := fun (x y : ι × ι) => F x.1 x.2 y.1 y.2)
    simpa only [Fintype.sum_prod_type] using this
  have e1 : ∑ p, ∑ q, ∑ r, ∑ s,
      (h p q * (if r = s then 1 else 0)) • (c p * c r * a s * a q)
      = ∑ p, ∑ q, ∑ r, h p q • (c p * c r * a r * a q) := by
    simp only [mul_ite, mul_one, mul_zero, ite_smul, zero_smul, Finset.sum_ite_eq,
      Finset.mem_univ, if_true]
  -- the second half equals the first by exchange of the particles
  have e2 : ∑ p, ∑ q, ∑ r, ∑ s,
      ((if p = q then 1 else 0) * h r s) • (c p * c r * a s * a q)
      = ∑ p, ∑ q, ∑ r, h p q • (c p * c r * a r * a q) := by
    rw [sw, ← e1]
    refine Finset.sum_congr rfl fun p _ => Finset.sum_congr rfl fun q _ =>
      Finset.sum_congr rfl fun r _ => Finset.sum_congr rfl fun s _ => ?_
    rw [exchange_particles H r s p q, mul_comm (h p q)]
  have split : ∑ p, ∑ q, ∑ r, ∑ s, reducedCoeff N h g p q r s • (c p * c r * a s * a q)
      = ∑ p, ∑ q, ∑ r, ∑ s, g p q r s • (c p * c r * a s * a q)
        + (1 / ((N : ℂ) - 1)) • (∑ p, ∑ q, ∑ r, ∑ s,
            (h p q * (if r = s then 1 else 0)) • (c p * c r * a s * a q)
          + ∑ p, ∑ q, ∑ r, ∑ s,
            ((if p = q then 1 else 0) * h r s) • (c p * c r * a s * a q)) := by
    simp only [Finset.smul_sum, smul_add, ← Finset.sum_add_distrib]
    refine Finset.sum_congr rfl fun p _ => Finset.sum_congr rfl fun q _ =>
      Finset.sum_congr rfl fun r _ => Finset.sum_congr rfl fun s _ => ?_
    rw [reducedCoeff]
    module
  simp only [twoBody]
  rw [split, e1, e2]
  module

/-- On an `N`-particle state with `N ≠ 1`, the Hamiltonian with one-body matrix `h` and
interaction `g` acts as the two-body operator with the reduced coefficients. -/
theorem hamiltonian_eq_reduced (H : IsCAR a c) {N : ℕ} (hN : N ≠ 1) {ψ : V}
    (hψ : numberOp a c ψ = (N : ℂ) • ψ) (h : Matrix ι ι ℂ) (g : ι → ι → ι → ι → ℂ) :
    (oneBody a c h + twoBody a c g) ψ = twoBody a c (reducedCoeff N h g) ψ := by
  rw [LinearMap.add_apply, twoBody_reducedCoeff H, LinearMap.add_apply,
    one_body_absorbed H hN hψ h]
  simp only [LinearMap.smul_apply, LinearMap.sum_apply]
  exact add_comm _ _

/-- Any linear functional `f` of the Hamiltonian acting on an `N`-particle state, `N ≠ 1`, is
half the contraction of the reduced coefficients with the two-particle matrix elements. -/
theorem energy_from_two_particle_matrix (H : IsCAR a c) {N : ℕ} (hN : N ≠ 1) {ψ : V}
    (hψ : numberOp a c ψ = (N : ℂ) • ψ) (h : Matrix ι ι ℂ) (g : ι → ι → ι → ι → ℂ)
    (f : V →ₗ[ℂ] ℂ) :
    f ((oneBody a c h + twoBody a c g) ψ) = (1 / 2 : ℂ) * ∑ p, ∑ q, ∑ r, ∑ s,
      reducedCoeff N h g p q r s * f ((c p * c r * a s * a q) ψ) := by
  rw [hamiltonian_eq_reduced H hN hψ]
  simp only [twoBody, LinearMap.smul_apply, LinearMap.sum_apply, map_smul, map_sum,
    smul_eq_mul]

/-- Annihilation operators of two fermionic modes on a four-dimensional space. -/
def lower (p : Fin 2) : Module.End ℂ (Fin 4 → ℂ) :=
  Matrix.toLin' (![!![0, 1, 0, 0; 0, 0, 0, 0; 0, 0, 0, 1; 0, 0, 0, 0],
    !![0, 0, 1, 0; 0, 0, 0, -1; 0, 0, 0, 0; 0, 0, 0, 0]] p)

/-- Creation operators of two fermionic modes on a four-dimensional space. -/
def raise (p : Fin 2) : Module.End ℂ (Fin 4 → ℂ) :=
  Matrix.toLin' (![!![0, 0, 0, 0; 1, 0, 0, 0; 0, 0, 0, 0; 0, 0, 1, 0],
    !![0, 0, 0, 0; 0, 0, 0, 0; 1, 0, 0, 0; 0, -1, 0, 0]] p)

/-- The two explicit modes satisfy the anticommutation relations, and the last basis vector
is a state with two particles. -/
theorem two_modes_witness : IsCAR lower raise ∧
    numberOp lower raise ![0, 0, 0, 1] = ((2 : ℕ) : ℂ) • ![0, 0, 0, 1] := by
  refine ⟨⟨?_, ?_, ?_⟩, ?_⟩
  · intro p q
    refine LinearMap.ext fun v => funext fun i => ?_
    fin_cases p <;> fin_cases q <;> fin_cases i <;>
      simp [lower, raise, dotProduct, Fin.sum_univ_four]
  · intro p q
    refine LinearMap.ext fun v => funext fun i => ?_
    fin_cases p <;> fin_cases q <;> fin_cases i <;>
      simp [lower, dotProduct, Fin.sum_univ_four]
  · intro p q
    refine LinearMap.ext fun v => funext fun i => ?_
    fin_cases p <;> fin_cases q <;> fin_cases i <;>
      simp [raise, dotProduct, Fin.sum_univ_four]
  · funext i
    fin_cases i <;>
      simp [numberOp, lower, raise, dotProduct, Fin.sum_univ_four, Fin.sum_univ_two]
    norm_num

end

end ReducedTwoBodyHamiltonian
```

```lean
#print axioms ReducedTwoBodyHamiltonian.one_body_absorbed
#print axioms ReducedTwoBodyHamiltonian.energy_from_two_particle_matrix
```

```
'ReducedTwoBodyHamiltonian.one_body_absorbed' depends on axioms: [propext, Classical.choice, Quot.sound]
'ReducedTwoBodyHamiltonian.energy_from_two_particle_matrix' depends on axioms: [propext, Classical.choice, Quot.sound]
```

## From anticommutators to the energy formula

`number_mul_ann` proves $\hat N a_q=a_q\hat N-a_q$. Its inner statement `key` is the calculation for a single $r$: `linear_combination` adds the two anticommutation relations with operator factors, and `noncomm_ring` checks the result without commuting any operators. `spectator_sum` then multiplies by the creation operator on the left.

`dressed_one_body` applies this to $\psi$, replaces $\hat N\psi$ by $N\psi$, and sums against $h$. It needs no restriction on $N$. `one_body_absorbed` uses $N\neq1$ to cancel the factor $N-1$.

`exchange_particles` carries out the two sign changes. In `twoBody_reducedCoeff`, `split` separates $\hat W[K]$ into its three sums, `e1` evaluates the Kronecker delta in $A$, and `e2` shows $B=A$ by relabelling with `sw` and exchanging the particles. `hamiltonian_eq_reduced` combines this operator equation with the one-body identity. `energy_from_two_particle_matrix` moves a linear functional through the finite sums.

## What holds for a state of definite particle number

`hamiltonian_eq_reduced` says: given modes obeying the anticommutation relations, a natural number $N\neq1$, and a vector $\psi$ with $\hat N\psi=N\psi$, the Hamiltonian and the reduced two-body operator send $\psi$ to the same vector. This holds for all complex coefficients $h$ and $g$, with no Hermiticity or permutation symmetry assumed.

The correspondence with the physics is as follows.

- `ι` is the finite set of modes, and `V` is a complex vector space that plays the part of Fock space. Operators are elements of `Module.End ℂ V`, whose product is composition.
- `a p` is $a_p$ and `c p` is $a_p^\dagger$. `IsCAR a c` contains the three anticommutation relations, which stand for fermionic statistics in an orthonormal set of spin orbitals. It does not require `c p` to be the adjoint of `a p`, since `V` carries no inner product.
- `numberOp`, `oneBody`, `twoBody` and `reducedCoeff` are $\hat N$, $\hat h$, $\hat W$ and $K$.
- `hψ` is the condition of definite particle number. The vector $\psi$ need not be normalised.
- `f` is any linear functional. For the energy expectation value of a nonzero state, choose $f(\varphi)=\langle\psi|\varphi\rangle/\langle\psi|\psi\rangle$.

The hypothesis `hN` excludes exactly the case in which a particle has no partner. At $N=1$ Lean evaluates `1 / 0` as `0`, so `reducedCoeff` returns $g$ alone and the one-body part is lost; a program should treat this case separately.

`two_modes_witness` supplies a concrete instance: two modes on $\mathbb C^4$, with the last basis vector as the doubly occupied state, $N=2$. Its proof checks the relations component by component.

The equality concerns vectors in one particle-number sector. It does not make $\hat h+\hat W[g]$ and $\hat W[K]$ equal on all of Fock space, and it does not apply to a superposition of different particle numbers. If the orbitals overlap and each creation operator is the adjoint of its annihilation operator, the mixed anticommutator gives the overlap matrix instead of $\delta_{pq}$, and the theorem does not apply directly. Orthonormalising the orbitals first is one way to restore the assumed relations.

For density matrices, the theorem takes all two-particle elements from the same $\psi$. If a method approximates the one- and two-particle density matrices independently, the usual energy expression and the contraction with $K$ may differ. The theorems also use exact complex arithmetic and say nothing about rounding errors or about whether a given array $\Gamma$ comes from a fermionic state.
